# The nine zone-centre optical modes of wurtzite transform as $A_1+2B_1+E_1+2E_2$, with $B_1$ even under the mirror that fixes the atoms

I represent the sixfold screw of wurtzite by a sixfold rotation of the displacement vectors together with a swap of atoms. At the zone centre every unit cell moves alike, so the half-period shift along the axis matters only through the atoms that the whole screw operation exchanges. The 12 displacement components of the four-atom cell then carry the point group $C_{6v}$. They should contain $A_1,A_2,B_1,B_2,E_1,E_2$ with multiplicities $2,0,2,0,2,2$, and removing the uniform translations $A_1+E_1$ should leave $A_1+2B_1+E_1+2E_2$. Can this be made rigorous and machine-checked, starting from the generators and the atomic positions?

## Only two classes contribute to the count

Yes. Let $R$ be the sixfold generator and $M$ the mirror that exchanges the two in-plane lattice vectors, which are taken at 60°. The group consists of the rotations $R^i$ and the mirrors $MR^i$, for $i=0,\dots,5$. The mirrors form two classes, with $i$ even and $i$ odd. The characters are:

| | $1$ | $R^{\pm1}$ | $R^{\pm2}$ | $R^3$ | $MR^{\text{even}}$ | $MR^{\text{odd}}$ |
|---|---|---|---|---|---|---|
| class size | 1 | 2 | 2 | 1 | 3 | 3 |
| $A_1$ | 1 | 1 | 1 | 1 | 1 | 1 |
| $A_2$ | 1 | 1 | 1 | 1 | −1 | −1 |
| $B_1$ | 1 | −1 | 1 | −1 | 1 | −1 |
| $B_2$ | 1 | −1 | 1 | −1 | −1 | 1 |
| $E_1$ | 2 | 1 | −1 | −2 | 0 | 0 |
| $E_2$ | 2 | −1 | −1 | 2 | 0 | 0 |
| atoms fixed | 4 | 0 | 4 | 0 | 4 | 0 |
| vector | 3 | 2 | 0 | −1 | 1 | 1 |
| displacements | 12 | 0 | 0 | 0 | 4 | 0 |

An atom contributes to the trace only if it stays in place up to a lattice vector, which is how the table counts fixed atoms, so the last row is the product of the two rows above it. The multiplicity of an irreducible representation $\rho$ with character $\chi_\rho$ is therefore

$$m_\rho=\frac{1\cdot12\,\chi_\rho(1)+3\cdot4\,\chi_\rho(M)}{12}=\chi_\rho(1)+\chi_\rho(M),$$

which gives $2,0,2,0,2,2$ in the order of the table.

The vector row is the sum of the $A_1$ and $E_1$ rows. Subtracting it from the displacement row leaves $(9,-2,0,1,3,-1)$, which is the character of $A_1+2B_1+E_1+2E_2$. The dimensions agree: $1+2+2+4=9$.

For a harmonic zone-centre phonon calculation without the macroscopic electric field of polar modes, this fixes the symmetry labels and the degeneracies they require, but no frequencies.

```lean
import Mathlib

open Matrix
open scoped Kronecker

namespace WurtziteModes

/-- The point group C6v, of order 12: rotations `r i` and mirrors `sr i`. -/
abbrev C6v := DihedralGroup 6

/-- The element of a monoid assigned to a group operation, given the images `R` of the sixfold
rotation and `M` of the mirror generator. -/
def word {G : Type*} [Monoid G] (R M : G) : C6v → G
  | .r i => R ^ (ZMod.val i)
  | .sr i => M * R ^ (ZMod.val i)

/-- Images of the two generators that obey the relations of C6v give a multiplicative map
on the whole group. -/
theorem word_mul {G : Type*} [Monoid G] (R M : G) (hR : R ^ 6 = 1) (hM : M * M = 1)
    (hRM : R * M = M * R ^ 5) (g h : C6v) :
    word R M (g * h) = word R M g * word R M h := by
  have key : ∀ n : ℕ, R ^ (n % 6) = R ^ n := fun n => by
    conv_rhs => rw [← Nat.mod_add_div n 6, pow_add, pow_mul, hR, one_pow, mul_one]
  -- moving a rotation through the mirror inverts it
  have hc : ∀ a : ℕ, M * (R ^ 5) ^ a = R ^ a * M := fun a =>
    (SemiconjBy.pow_right (show SemiconjBy M (R ^ 5) R from hRM.symm) a).eq
  have hadd : ∀ i j : ZMod 6, (i + j).val = (i.val + j.val) % 6 := by decide
  have hsub : ∀ i j : ZMod 6, (j - i).val = (5 * i.val + j.val) % 6 := by decide
  rcases g with i | i <;> rcases h with j | j
  · rw [DihedralGroup.r_mul_r]
    simp only [word]
    rw [hadd, key, pow_add]
  · rw [DihedralGroup.r_mul_sr]
    simp only [word]
    rw [hsub, key, pow_add, pow_mul, ← mul_assoc, hc, mul_assoc]
  · rw [DihedralGroup.sr_mul_r]
    simp only [word]
    rw [hadd, key, pow_add, mul_assoc]
  · rw [DihedralGroup.sr_mul_sr]
    simp only [word]
    rw [hsub, key, pow_add, pow_mul]
    calc (R ^ 5) ^ i.val * R ^ j.val = M * (M * (R ^ 5) ^ i.val) * R ^ j.val := by
          rw [← mul_assoc M M, hM, one_mul]
      _ = M * R ^ i.val * (M * R ^ j.val) := by
          rw [hc]
          simp only [mul_assoc]

/-- Labels of the six irreducible representations of C6v. -/
inductive Irrep
  | A1 | A2 | B1 | B2 | E1 | E2
  deriving DecidableEq

/-- The six labels form a finite type. -/
instance : Fintype Irrep where
  elems := {Irrep.A1, Irrep.A2, Irrep.B1, Irrep.B2, Irrep.E1, Irrep.E2}
  complete := fun ρ => by cases ρ <;> decide

/-- Dimension of each irreducible representation. -/
def Irrep.dim : Irrep → ℕ
  | .A1 | .A2 | .B1 | .B2 => 1
  | .E1 | .E2 => 2

/-- Matrix of the sixfold rotation in each irreducible representation. -/
def Irrep.rot : (ρ : Irrep) → Matrix (Fin ρ.dim) (Fin ρ.dim) ℤ
  | .A1 => 1
  | .A2 => 1
  | .B1 => -1
  | .B2 => -1
  | .E1 => (!![0, -1; 1, 1] : Matrix (Fin 2) (Fin 2) ℤ)
  | .E2 => (!![-1, -1; 1, 0] : Matrix (Fin 2) (Fin 2) ℤ)

/-- Matrix of the mirror generator in each irreducible representation. -/
def Irrep.mir : (ρ : Irrep) → Matrix (Fin ρ.dim) (Fin ρ.dim) ℤ
  | .A1 => 1
  | .A2 => -1
  | .B1 => 1
  | .B2 => -1
  | .E1 => (!![0, 1; 1, 0] : Matrix (Fin 2) (Fin 2) ℤ)
  | .E2 => (!![0, 1; 1, 0] : Matrix (Fin 2) (Fin 2) ℤ)

/-- Character of an irreducible representation. -/
def Irrep.χ (ρ : Irrep) (g : C6v) : ℤ := (word ρ.rot ρ.mir g).trace

/-- The matrices attached to each label multiply like the operations of C6v. -/
theorem irrep_mul (ρ : Irrep) (g h : C6v) :
    word ρ.rot ρ.mir (g * h) = word ρ.rot ρ.mir g * word ρ.rot ρ.mir h := by
  apply word_mul <;> cases ρ <;> decide +kernel

/-- Sum over the group of an irreducible character times an integer-valued function `f`. -/
def overlap (ρ : Irrep) (f : C6v → ℤ) : ℤ := ∑ g, ρ.χ g * f g

/-- Character inner product, normalised by the group order 12. -/
def multiplicity (ρ : Irrep) (f : C6v → ℤ) : ℚ := (overlap ρ f : ℚ) / 12

/-- The six characters are mutually orthogonal, each with squared norm 12. -/
theorem irrep_orthogonality (ρ σ : Irrep) :
    overlap ρ σ.χ = if ρ = σ then 12 else 0 := by
  revert ρ σ
  decide +kernel

/-- If a function on the group is an integer combination of irreducible characters, the character
inner product returns its coefficients. -/
theorem multiplicity_of_decomposition (f : C6v → ℤ) (m : Irrep → ℤ)
    (h : ∀ g, f g = ∑ ρ, m ρ * Irrep.χ ρ g) (σ : Irrep) : multiplicity σ f = m σ := by
  have h12 : overlap σ f = 12 * m σ := by
    calc overlap σ f = ∑ ρ, m ρ * overlap σ (Irrep.χ ρ) := by
          simp only [overlap, h, Finset.mul_sum]
          rw [Finset.sum_comm]
          exact Finset.sum_congr rfl fun ρ _ => Finset.sum_congr rfl fun g _ => by ring
      _ = 12 * m σ := by simp [irrep_orthogonality, mul_comm]
  rw [multiplicity, h12]
  push_cast
  ring

/-- Sixfold rotation of a vector, in hexagonal lattice coordinates (in-plane axes at 60°). -/
def rot3 : Matrix (Fin 3) (Fin 3) ℤ := !![0, -1, 0; 1, 1, 0; 0, 0, 1]

/-- Mirror exchanging the two in-plane lattice vectors. -/
def mir3 : Matrix (Fin 3) (Fin 3) ℤ := !![0, 1, 0; 1, 0, 0; 0, 0, 1]

/-- Atoms 0, 1 are of one species and 2, 3 of the other; the sixfold generator swaps each pair. -/
def swap : Fin 4 → Fin 4 := ![1, 0, 3, 2]

/-- Permutation matrix of the four atoms under the sixfold generator. -/
def swapMatrix : Matrix (Fin 4) (Fin 4) ℤ := Matrix.of fun a b => if a = swap b then 1 else 0

/-- Wurtzite positions in lattice coordinates, with internal parameter `u`. -/
noncomputable def position (u : ℝ) : Fin 4 → Fin 3 → ℝ :=
  ![![1/3, 1/3, 0], ![2/3, 2/3, 1/2], ![1/3, 1/3, u], ![2/3, 2/3, u + 1/2]]

/-- The sixfold rotation followed by half a lattice period along the axis swaps the atoms within
each pair, up to lattice vectors; the mirror leaves every atom in place. -/
theorem wurtzite_sites (u : ℝ) (a : Fin 4) :
    (∃ n : Fin 3 → ℤ, ∀ i, (rot3.map (Int.cast : ℤ → ℝ) *ᵥ position u a) i
        + (![0, 0, 1/2] : Fin 3 → ℝ) i = position u (swap a) i + n i) ∧
      ∀ i, (mir3.map (Int.cast : ℤ → ℝ) *ᵥ position u a) i = position u a i := by
  constructor
  · refine ⟨(![![-1, 0, 0], ![-1, 1, 1], ![-1, 0, 0], ![-1, 1, 1]] : Fin 4 → Fin 3 → ℤ) a, ?_⟩
    intro i
    fin_cases a <;> fin_cases i <;>
      simp [rot3, position, swap, Matrix.mulVec, dotProduct, Fin.sum_univ_succ] <;>
      linarith
  · intro i
    fin_cases a <;> fin_cases i <;>
      simp [mir3, position, Matrix.mulVec, dotProduct, Fin.sum_univ_succ]

/-- Action of C6v on the 12 displacement components: atoms are permuted and vectors rotated. -/
def displacement (g : C6v) : Matrix (Fin 4 × Fin 3) (Fin 4 × Fin 3) ℤ :=
  word swapMatrix 1 g ⊗ₖ word rot3 mir3 g

/-- The displacement matrices form a representation of C6v. -/
theorem displacement_rep :
    displacement 1 = 1 ∧ ∀ g h, displacement (g * h) = displacement g * displacement h := by
  refine ⟨by decide +kernel, fun g h => ?_⟩
  simp only [displacement]
  rw [word_mul swapMatrix 1 (by decide +kernel) (by decide +kernel) (by decide +kernel),
    word_mul rot3 mir3 (by decide +kernel) (by decide +kernel) (by decide +kernel),
    Matrix.mul_kronecker_mul]

/-- A displacement `v` common to all atoms stays common to all atoms, and `v` transforms as
a vector. -/
theorem uniform_translation (g : C6v) (v : Fin 3 → ℤ) :
    displacement g *ᵥ (fun p => v p.2) = fun p => (word rot3 mir3 g *ᵥ v) p.2 := by
  -- each row of a permutation matrix sums to one
  have hs : ∀ (g : C6v) (a : Fin 4), ∑ b, word swapMatrix 1 g a b = 1 := by decide +kernel
  ext ⟨a, i⟩
  simp only [displacement, Matrix.mulVec, dotProduct, Matrix.kroneckerMap_apply,
    Fintype.sum_prod_type, mul_assoc]
  simp only [← Finset.mul_sum]
  rw [← Finset.sum_mul, hs, one_mul]

/-- The 12 displacement components of wurtzite contain A1, B1, E1 and E2 twice each, and
A2 and B2 not at all. -/
theorem displacement_multiplicities :
    let f := fun g => (displacement g).trace
    multiplicity .A1 f = 2 ∧ multiplicity .A2 f = 0 ∧ multiplicity .B1 f = 2 ∧
      multiplicity .B2 f = 0 ∧ multiplicity .E1 f = 2 ∧ multiplicity .E2 f = 2 := by
  intro f
  have h1 : overlap .A1 f = 24 := by decide +kernel
  have h2 : overlap .A2 f = 0 := by decide +kernel
  have h3 : overlap .B1 f = 24 := by decide +kernel
  have h4 : overlap .B2 f = 0 := by decide +kernel
  have h5 : overlap .E1 f = 24 := by decide +kernel
  have h6 : overlap .E2 f = 24 := by decide +kernel
  simp only [multiplicity, h1, h2, h3, h4, h5, h6]
  norm_num

/-- The vector character is A1 + E1, and subtracting it from the displacement character leaves
A1 + 2 B1 + E1 + 2 E2. -/
theorem optical_modes (g : C6v) :
    (word rot3 mir3 g).trace = Irrep.A1.χ g + Irrep.E1.χ g ∧
      (displacement g).trace - (word rot3 mir3 g).trace =
        Irrep.A1.χ g + 2 * Irrep.B1.χ g + Irrep.E1.χ g + 2 * Irrep.E2.χ g := by
  revert g
  decide +kernel

end WurtziteModes
```

```lean
#print axioms WurtziteModes.irrep_mul
#print axioms WurtziteModes.uniform_translation
#print axioms WurtziteModes.displacement_multiplicities
#print axioms WurtziteModes.optical_modes
```

```
'WurtziteModes.irrep_mul' depends on axioms: [propext, Classical.choice, Quot.sound]
'WurtziteModes.uniform_translation' depends on axioms: [propext, Classical.choice, Quot.sound]
'WurtziteModes.displacement_multiplicities' depends on axioms: [propext, Classical.choice, Quot.sound]
'WurtziteModes.optical_modes' depends on axioms: [propext, Classical.choice, Quot.sound]
```

## How the Lean objects map to the crystal

`C6v` is Mathlib's dihedral group of order 12, with `r i` for $R^i$ and `sr i` for $MR^i$. The function `word` builds the matrix of every operation from those of the two generators. `Irrep.rot` and `Irrep.mir` supply these for the six labels, and `Irrep.χ` is the trace. The labels $B_1$ and $B_2$ would be interchanged if the other class of mirrors were used to define them.

All matrices are integral because vectors are written in lattice coordinates. They need not be orthogonal, but a trace doesn't depend on the basis. Since the characters are integers, `overlap` needs no complex conjugation, and `multiplicity` divides it by 12.

`position u` lists the four sites, with a real internal parameter $u$ that separates the two species along the axis. `wurtzite_sites` states that the rotation followed by half a period swaps atoms 0 and 1, and atoms 2 and 3, up to lattice vectors, while the mirror fixes every atom exactly. This ties `swapMatrix`, and the identity matrix used for the mirror, to the crystal.

`displacement g` is the Kronecker product of the atom permutation and the vector matrix. `displacement_multiplicities` gives the six multiplicities, and `optical_modes` gives the two character identities for every operation. `uniform_translation` justifies the subtraction: a displacement common to all atoms remains common and transforms as a vector.

That the six representations are irreducible and exhaust the list, and that equal characters mean equivalent representations, is standard character theory on which the physical reading relies. The model contains no force constants or masses, and it covers only the zone centre.

## From generator relations to the mode count

`word_mul` assumes $R^6=1$, $M^2=1$ and $RM=MR^5$. Moving rotations through the mirror gives

$$R^i\,MR^j=MR^{5i+j}=MR^{j-i},\qquad MR^i\,MR^j=M^2R^{5i+j}=R^{j-i}.$$

In the proof, `hc` is the step through the mirror, `key` reduces exponents modulo 6, and the four cases are the products of rotations and mirrors. `irrep_mul` and `displacement_rep` check the three relations for the specific matrices. The latter also uses the fact that Kronecker products multiply factor by factor.

The third relation is needed. Take the complex numbers $R=e^{i\pi/3}$ and $M=1$, which satisfy the first two. The group product `r 1 * sr 0` is `sr 5`, which is assigned $MR^5=e^{-i\pi/3}$, whereas the product of the assigned numbers is $RM=e^{i\pi/3}$. A single circular component is a representation of the rotations alone; the mirror requires its partner as well.

`irrep_orthogonality` evaluates all 36 character sums with `decide +kernel`, which has the kernel carry out the finite computation. `multiplicity_of_decomposition` then exchanges the sum over operations with the sum over labels, so that orthogonality leaves a single coefficient. Its hypothesis is that the function is an integer combination of the six characters. The displacement character satisfies it, as adding the two identities in `optical_modes` shows.

`displacement_multiplicities` computes the unnormalised sums $24,0,24,0,24,24$ and divides by 12. `optical_modes` compares both sides at each of the 12 operations. In `uniform_translation`, the sum over atoms reduces to a row sum of a permutation matrix, which is one, and only the vector matrix remains.
